# Adding a quadratic term along a fixed vector to the strain gives a second derivative that is constant and a multiple of that vector

Strain is modelled here as a vector $x$ with $n$ real components, and a second strain measure is formed from it as $x + Q(x,x)\,w$, where $Q$ is a real bilinear form and $w$ a fixed vector. The lemma `secondDeriv_bend` states that the second derivative of this measure at any $x$, taken in the directions $u$ and $v$, is $(Q(u,v) + Q(v,u))\,w$. The form $Q$ need not be symmetric, and $w$ need not be normalised. The proof writes the first derivative as the identity plus a map `L` that is linear in the base point, so that differentiating once more leaves only `L`. It then asks `simp` to evaluate `L` on $u$ and $v$.

As first written in Lean, the proof fails:

```lean
import Mathlib

open Matrix

namespace SecondDerivBend

noncomputable section

/-- The space of strains with `n` components. -/
abbrev Strain (n : ℕ) := EuclideanSpace ℝ (Fin n)

variable {n : ℕ}

/-- The second derivative of `f` at `x`, evaluated on the directions `u` and `v`. -/
def secondDeriv {W : Type*} [NormedAddCommGroup W] [NormedSpace ℝ W]
    (f : Strain n → W) (x u v : Strain n) : W :=
  fderiv ℝ (fderiv ℝ f) x u v

/-- A strain measure that differs from `x` by a quadratic term along the direction `w`. -/
def bend (Q : Strain n →L[ℝ] Strain n →L[ℝ] ℝ) (w x : Strain n) : Strain n :=
  x + (Q x x) • w

/-- The first derivative of the quadratically corrected strain measure. -/
theorem hasFDerivAt_bend (Q : Strain n →L[ℝ] Strain n →L[ℝ] ℝ) (w x : Strain n) :
    HasFDerivAt (bend Q w)
      (ContinuousLinearMap.id ℝ (Strain n) + (Q x + Q.flip x).smulRight w) x := by
  have h := (hasFDerivAt_id x).add
    (((Q.hasFDerivAt (x := x)).clm_apply (hasFDerivAt_id x)).smul_const w)
  refine HasFDerivAt.congr_fderiv h (ContinuousLinearMap.ext fun v => ?_)
  simp

/-- The second derivative of the quadratically corrected strain measure is a multiple of `w`. -/
theorem secondDeriv_bend (Q : Strain n →L[ℝ] Strain n →L[ℝ] ℝ) (w x u v : Strain n) :
    secondDeriv (bend Q w) x u v = (Q u v + Q v u) • w := by
  let L := ((ContinuousLinearMap.smulRightL ℝ (Strain n) (Strain n)).flip w).comp (Q + Q.flip)
  have h : fderiv ℝ (bend Q w) = fun y => ContinuousLinearMap.id ℝ (Strain n) + L y :=
    funext fun y => (hasFDerivAt_bend Q w y).fderiv
  rw [secondDeriv, h, (L.hasFDerivAt.const_add _).fderiv]
  simp [L]

end

end SecondDerivBend
```

The compiler's answer:

```
Main.lean:34:58: error: unsolved goals
n : ℕ
Q : Strain n →L[ℝ] Strain n →L[ℝ] ℝ
w x u v : Strain n
L : Strain n →L[ℝ] Strain n →L[ℝ] Strain n :=
  (ContinuousLinearMap.smulRightL ℝ (Strain n) (Strain n)).flip w ∘SL (Q + Q.flip)
h : fderiv ℝ (bend Q w) = fun y => ContinuousLinearMap.id ℝ (Strain n) + L y
⊢ (Q u) v • w + (Q v) u • w = ((Q u) v + (Q v) u) • w
```

The error reports a goal left open at the end of the proof. The derivatives have already been computed by then, and what remains is the identity `(Q u) v • w + (Q v) u • w = ((Q u) v + (Q v) u) • w`. This is true, since it only says that scalar multiplication distributes over a sum of scalars.

Unfolding and evaluating `L` with `simp [L]` produced a sum of two multiples of `w` on the left, while the right side kept the form it has in the statement, a single multiple of `w` by a sum. The law that connects the two forms is `add_smul`, which says that `(a + b) • w = a • w + b • w`. It is not among the lemmas `simp` uses by default, so the two sides were never brought to the same form.

The repair adds `add_smul` to the call. `simp` can then expand the right side into the same two terms as the left, which closes the goal.

The repair, with which the file compiles:

```diff
@@ -37,5 +37,5 @@
     funext fun y => (hasFDerivAt_bend Q w y).fderiv
   rw [secondDeriv, h, (L.hasFDerivAt.const_add _).fderiv]
-  simp [L]
+  simp [L, add_smul]
 
 end
```
